# Infrared–Raman exclusion without inversion in fivefold prismatic symmetry

After a harmonic frequency calculation on a $D_{5h}$ molecule, each symmetry-adapted mode can be checked: its first-order dipole or polarizability derivative must vanish. If both are clearly nonzero, the symmetry is broken, symmetry species are mixed or the computed derivatives are wrong.

## Group, mode and statement

For $n\ge1$, `prismGroup n` is the group $G_n$, in Schoenflies notation $D_{nh}$, generated by the rotation $R$ through $\theta=2\pi/n$ about $z$, $\mathrm{diag}(1,-1,-1)$ and $\sigma=\mathrm{diag}(1,1,-1)$.

On a mode's normal coordinates $q\in\mathbb R^m$, $G_n$ acts by orthogonal matrices $D(g)$, with no invariant subspaces except zero and the whole space (`IsIrreducible`). The dipole derivative $\mu$ (a matrix) and polarizability derivative $\alpha$ (a linear map) are assumed to obey

$$\mu D(g)=g\mu,\qquad \alpha(D(g)q)=g\,\alpha(q)\,g^T.$$

`pentagonal_exclusion` says that $-1\notin G_5$, yet every linear $L$ from vectors to $3\times3$ tensors, symmetric or not, with $L(gv)=gL(v)g^T$ (`Intertwines`) is zero. `infrared_raman_exclusion` says that $\mu=0$ or $\alpha=0$ for $n\ge4$. `breathing_witness` gives a mode with $\alpha\ne0$.

## An invariant that inversion reverses

$\mathrm{Re}(x+iy)^n$ is invariant: $R$ multiplies $x+iy$ by an $n$-th root of unity, the half-turn conjugates it, and $\sigma$ fixes it. For odd $n$, inversion changes its value at $(1,0,0)$ from $1$ to $-1$.

## Phases that cannot match

Write $L(x,y,z)=xA+yB+zC$, with indices $0,1,2$. By $\sigma$, $A$ and $B$ lose entries with exactly one index $2$; $C$ keeps only those.

Put $T=A+iB$. Then $RTR^T=e^{-i\theta}T$. But $T_{22}$, $T_{00}+T_{11}$ and $T_{01}-T_{10}$ are unchanged by $R$, so they vanish. The combinations $T_{00}-T_{11}\pm i(T_{01}+T_{10})$ acquire $e^{\pm2i\theta}$, and

$$|e^{2i\theta}-e^{-i\theta}|^2=2(1-c)(1+2c)^2,\quad |e^{-2i\theta}-e^{-i\theta}|^2=2(1-c),$$

where $c=\cos\theta$. For $n\ge4$, $0\le c<1$, so $T=0$. Finally $RCR^T=C$, while $C_{02}+iC_{12}$ and $C_{20}+iC_{21}$ acquire $e^{i\theta}$; hence $C=0$.

## From tensors to modes

Transposing the dipole law and using orthogonality gives $D(g)\mu^T=\mu^Tg$. Thus $\alpha\circ\mu^T$ intertwines and vanishes. The range of $\mu^T$ is invariant: if zero, $\mu=0$; if everything, $\alpha=0$.

## Threefold and fourfold axes

At $n=3$, $1+2c=0$, and the nonzero symmetric map `trigonal` survives. At $n=4$, $R^2\sigma=-1$: ordinary mutual exclusion.

## The Lean proof

```lean
import Mathlib

open Matrix

namespace ExclusionWithoutInversion

noncomputable section

/-- The orthogonal group O(3) of real 3×3 matrices. -/
abbrev O3 := Matrix.orthogonalGroup (Fin 3) ℝ

/-- Real 3×3 tensors. -/
abbrev Tensor := Matrix (Fin 3) (Fin 3) ℝ

/-- The matrix of a rotation about z with cosine `c` and sine `s`. -/
def rotZ (c s : ℝ) : Tensor := !![c, -s, 0; s, c, 0; 0, 0, 1]

/-- The matrix `rotZ c s` is orthogonal when `c² + s² = 1`. -/
theorem rotZ_mem {c s : ℝ} (h : c ^ 2 + s ^ 2 = 1) :
    rotZ c s ∈ Matrix.orthogonalGroup (Fin 3) ℝ := by
  refine Matrix.mem_unitaryGroup_iff.2 ?_
  rw [Matrix.star_eq_conjTranspose, Matrix.conjTranspose_eq_transpose_of_trivial]
  ext i j
  fin_cases i <;> fin_cases j <;>
    simp [rotZ, Matrix.mul_apply, Fin.sum_univ_three] <;> linarith

/-- A diagonal matrix whose entries square to one is orthogonal. -/
theorem diagonal_mem {d : Fin 3 → ℝ} (h : ∀ i, d i * d i = 1) :
    Matrix.diagonal d ∈ Matrix.orthogonalGroup (Fin 3) ℝ := by
  refine Matrix.mem_unitaryGroup_iff.2 ?_
  rw [Matrix.star_eq_conjTranspose, Matrix.conjTranspose_eq_transpose_of_trivial,
    Matrix.diagonal_transpose, Matrix.diagonal_mul_diagonal]
  simp [h]

/-- The rotation by 2π/n about z, for n ≥ 1. -/
def rotation (n : ℕ) : O3 :=
  ⟨rotZ (Real.cos (2 * Real.pi / n)) (Real.sin (2 * Real.pi / n)),
    rotZ_mem (Real.cos_sq_add_sin_sq _)⟩

/-- The half-turn diag(1,-1,-1) about x. -/
def halfTurn : O3 :=
  ⟨Matrix.diagonal ![1, -1, -1], diagonal_mem (by intro i; fin_cases i <;> simp)⟩

/-- The reflection diag(1,1,-1) in the horizontal plane. -/
def mirror : O3 :=
  ⟨Matrix.diagonal ![1, 1, -1], diagonal_mem (by intro i; fin_cases i <;> simp)⟩

/-- The group generated by the n-fold rotation about z, the half-turn about x and the
horizontal mirror, for n ≥ 1. -/
def prismGroup (n : ℕ) : Subgroup O3 :=
  Subgroup.closure {rotation n, halfTurn, mirror}

/-- A linear map from vectors to tensors commutes with the action of `G`. -/
def Intertwines (G : Subgroup O3) (L : (Fin 3 → ℝ) →ₗ[ℝ] Tensor) : Prop :=
  ∀ g ∈ G, ∀ v, L (g.1 *ᵥ v) = g.1 * L v * g.1ᵀ

/-- The function Re (x + iy)^n of a point in space. -/
def polygon (n : ℕ) (v : Fin 3 → ℝ) : ℝ :=
  (((v 0 : ℂ) + (v 1 : ℂ) * Complex.I) ^ n).re

/-- For n ≥ 1 the function Re (x + iy)^n is invariant under the prism group. -/
theorem polygon_invariant {n : ℕ} (hn : n ≠ 0) {g : O3} (hg : g ∈ prismGroup n) :
    ∀ v, polygon n (g.1 *ᵥ v) = polygon n v := by
  refine Subgroup.closure_induction
    (p := fun g _ => ∀ v, polygon n (g.1 *ᵥ v) = polygon n v) ?_ ?_ ?_ ?_ hg
  · rintro g (rfl | rfl | rfl) v
    · -- the rotation multiplies x + iy by an n-th root of unity
      have hz : (((Real.cos (2 * Real.pi / n) : ℝ) : ℂ)
          + ((Real.sin (2 * Real.pi / n) : ℝ) : ℂ) * Complex.I) ^ n = 1 := by
        have hn' : (n : ℂ) ≠ 0 := Nat.cast_ne_zero.2 hn
        rw [Complex.ofReal_cos, Complex.ofReal_sin, ← Complex.exp_mul_I,
          ← Complex.exp_nat_mul, ← Complex.exp_two_pi_mul_I]
        congr 1
        push_cast
        field_simp
      have h0 : ((rotation n).1 *ᵥ v) 0 = Real.cos (2 * Real.pi / n) * v 0
          - Real.sin (2 * Real.pi / n) * v 1 := by
        simp [rotation, rotZ, Matrix.mulVec, dotProduct, Fin.sum_univ_three]
        ring
      have h1 : ((rotation n).1 *ᵥ v) 1 = Real.sin (2 * Real.pi / n) * v 0
          + Real.cos (2 * Real.pi / n) * v 1 := by
        simp [rotation, rotZ, Matrix.mulVec, dotProduct, Fin.sum_univ_three]
      unfold polygon
      rw [h0, h1, ← one_mul (((v 0 : ℂ) + (v 1 : ℂ) * Complex.I) ^ n), ← hz, ← mul_pow]
      congr 2
      rw [Complex.ofReal_sub, Complex.ofReal_add, Complex.ofReal_mul, Complex.ofReal_mul,
        Complex.ofReal_mul, Complex.ofReal_mul]
      linear_combination (-(Real.sin (2 * Real.pi / n) : ℂ) * (v 1 : ℂ)) * Complex.I_sq
    · -- the half-turn conjugates x + iy
      have h : (((halfTurn.1 *ᵥ v) 0 : ℝ) : ℂ) + (((halfTurn.1 *ᵥ v) 1 : ℝ) : ℂ) * Complex.I
          = (starRingEnd ℂ) ((v 0 : ℂ) + (v 1 : ℂ) * Complex.I) := by
        simp [halfTurn, Matrix.mulVec_diagonal]
      unfold polygon
      rw [h, ← map_pow, Complex.conj_re]
    · simp [polygon, mirror, Matrix.mulVec_diagonal]
  · intro v
    simp
  · intro x y _ _ hx hy v
    change polygon n ((x.1 * y.1) *ᵥ v) = _
    rw [← Matrix.mulVec_mulVec, hx, hy]
  · intro x _ hx v
    have e : x.1 * (x⁻¹).1 = 1 := congrArg Subtype.val (mul_inv_cancel x)
    have h := hx ((x⁻¹).1 *ᵥ v)
    rw [Matrix.mulVec_mulVec, e, Matrix.one_mulVec] at h
    exact h.symm

/-- For odd n the prism group does not contain the inversion. -/
theorem inversion_not_mem {n : ℕ} (hn : Odd n) : ∀ g ∈ prismGroup n, g.1 ≠ -1 := by
  intro g hg h
  have h1 := polygon_invariant hn.pos.ne' hg ![1, 0, 0]
  rw [h] at h1
  norm_num [polygon, Matrix.neg_mulVec, hn.neg_one_pow] at h1

/-- A planar system with nonzero determinant `x² + y²` has only the zero solution. -/
theorem planar_zero {x y a b : ℝ} (h : x ^ 2 + y ^ 2 ≠ 0)
    (h1 : x * a + y * b = 0) (h2 : x * b - y * a = 0) : a = 0 ∧ b = 0 :=
  ⟨(mul_eq_zero.1 (by linear_combination x * h1 - y * h2 :
      (x ^ 2 + y ^ 2) * a = 0)).resolve_left h,
    (mul_eq_zero.1 (by linear_combination y * h1 + x * h2 :
      (x ^ 2 + y ^ 2) * b = 0)).resolve_left h⟩

/-- A linear map from vectors to tensors that commutes with the horizontal mirror and with a
rotation about z whose cosine is neither 1 nor -1/2 is zero. -/
theorem eq_zero_of_rotation_mirror {c s : ℝ} (hcs : c ^ 2 + s ^ 2 = 1) (h1 : c ≠ 1)
    (h2 : c ≠ -1 / 2) (L : (Fin 3 → ℝ) →ₗ[ℝ] Tensor)
    (hR : ∀ v, L (rotZ c s *ᵥ v) = rotZ c s * L v * (rotZ c s)ᵀ)
    (hS : ∀ v, L (mirror.1 *ᵥ v) = mirror.1 * L v * mirror.1ᵀ) : L = 0 := by
  obtain ⟨A, B, C, hv⟩ : ∃ A B C : Tensor, ∀ x y z : ℝ,
      L ![x, y, z] = x • A + y • B + z • C := by
    refine ⟨L ![1, 0, 0], L ![0, 1, 0], L ![0, 0, 1], fun x y z => ?_⟩
    rw [← L.map_smul, ← L.map_smul, ← L.map_smul, ← L.map_add, ← L.map_add]
    congr 1
    ext i
    fin_cases i <;> simp
  have hrot : ∀ x y z : ℝ, rotZ c s *ᵥ ![x, y, z] = ![c * x - s * y, s * x + c * y, z] := by
    intro x y z
    ext i
    fin_cases i <;> simp [rotZ, Matrix.mulVec, dotProduct, Fin.sum_univ_three]
    ring
  have hmir : ∀ x y z : ℝ, mirror.1 *ᵥ ![x, y, z] = ![x, y, -z] := by
    intro x y z
    ext i
    fin_cases i <;> simp [mirror, Matrix.mulVec_diagonal]
  have hd : ∀ (M : Tensor) i j, (mirror.1 * M * mirror.1ᵀ) i j
      = (![1, 1, -1] : Fin 3 → ℝ) i * M i j * (![1, 1, -1] : Fin 3 → ℝ) j := by
    intro M i j
    simp only [mirror, Matrix.diagonal_transpose, Matrix.mul_diagonal, Matrix.diagonal_mul]
  -- the mirror removes the entries of wrong parity
  have even : ∀ M : Tensor, M = mirror.1 * M * mirror.1ᵀ →
      M 0 2 = 0 ∧ M 1 2 = 0 ∧ M 2 0 = 0 ∧ M 2 1 = 0 := by
    intro M h
    have e := fun i j => (Matrix.ext_iff.mpr h i j).trans (hd M i j)
    have e1 := e 0 2
    have e2 := e 1 2
    have e3 := e 2 0
    have e4 := e 2 1
    simp at e1 e2 e3 e4
    refine ⟨?_, ?_, ?_, ?_⟩ <;> linarith
  have mA := hS ![1, 0, 0]
  have mB := hS ![0, 1, 0]
  have mC := hS ![0, 0, 1]
  have rA := hR ![1, 0, 0]
  have rB := hR ![0, 1, 0]
  have rC := hR ![0, 0, 1]
  simp only [hmir, hrot, hv, mul_one, mul_zero, neg_zero, sub_zero, zero_sub, add_zero,
    zero_add, one_smul, zero_smul] at mA mB mC rA rB rC
  obtain ⟨a1, a2, a3, a4⟩ := even A mA
  obtain ⟨b1, b2, b3, b4⟩ := even B mB
  have eC := fun i j => (Matrix.ext_iff.mpr mC i j).trans (hd C i j)
  have c1 := eC 0 0
  have c2 := eC 0 1
  have c3 := eC 1 0
  have c4 := eC 1 1
  have c5 := eC 2 2
  simp at c1 c2 c3 c4 c5
  have p := Matrix.ext_iff.mpr rA
  have q := Matrix.ext_iff.mpr rB
  have r := Matrix.ext_iff.mpr rC
  simp only [rotZ, Matrix.mul_apply, Fin.sum_univ_three, Matrix.transpose_apply,
    Matrix.add_apply, Matrix.smul_apply, smul_eq_mul] at p q r
  have p00 := p 0 0
  have p01 := p 0 1
  have p10 := p 1 0
  have p11 := p 1 1
  have p22 := p 2 2
  have q00 := q 0 0
  have q01 := q 0 1
  have q10 := q 1 0
  have q11 := q 1 1
  have q22 := q 2 2
  have r02 := r 0 2
  have r12 := r 1 2
  have r20 := r 2 0
  have r21 := r 2 1
  simp at p00 p01 p10 p11 p22 q00 q01 q10 q11 q22 r02 r12 r20 r21
  -- the three determinants
  have n1 : 1 - c ≠ 0 := sub_ne_zero.2 h1.symm
  have n2 : 1 + 2 * c ≠ 0 := fun h => h2 (by linarith)
  have d1 : (c - 1) ^ 2 + s ^ 2 ≠ 0 := by
    rw [show (c - 1) ^ 2 + s ^ 2 = 2 * (1 - c) by linear_combination hcs]
    exact mul_ne_zero two_ne_zero n1
  have d2 : (c - (c ^ 2 - s ^ 2)) ^ 2 + (s + 2 * s * c) ^ 2 ≠ 0 := by
    rw [show (c - (c ^ 2 - s ^ 2)) ^ 2 + (s + 2 * s * c) ^ 2
      = 2 * (1 - c) * (1 + 2 * c) ^ 2 by
        linear_combination (c ^ 2 + s ^ 2 + 2 + 6 * c) * hcs]
    exact mul_ne_zero (mul_ne_zero two_ne_zero n1) (pow_ne_zero 2 n2)
  have d3 : (c - (c ^ 2 - s ^ 2)) ^ 2 + (2 * s * c - s) ^ 2 ≠ 0 := by
    rw [show (c - (c ^ 2 - s ^ 2)) ^ 2 + (2 * s * c - s) ^ 2 = 2 * (1 - c) by
        linear_combination (c ^ 2 + s ^ 2 + 2 - 2 * c) * hcs]
    exact mul_ne_zero two_ne_zero n1
  -- zz entry, in-plane trace, in-plane antisymmetric part
  obtain ⟨z1, z2⟩ := planar_zero (a := A 2 2) (b := B 2 2) d1
    (by linear_combination p22) (by linear_combination q22)
  obtain ⟨t1, t2⟩ := planar_zero (a := A 0 0 + A 1 1) (b := B 0 0 + B 1 1) d1
    (by linear_combination p00 + p11 + (A 0 0 + A 1 1) * hcs)
    (by linear_combination q00 + q11 + (B 0 0 + B 1 1) * hcs)
  obtain ⟨w1, w2⟩ := planar_zero (a := A 0 1 - A 1 0) (b := B 0 1 - B 1 0) d1
    (by linear_combination p01 - p10 + (A 0 1 - A 1 0) * hcs)
    (by linear_combination q01 - q10 + (B 0 1 - B 1 0) * hcs)
  -- in-plane traceless symmetric part
  obtain ⟨u1, u2⟩ := planar_zero (a := A 0 0 - A 1 1 - (B 0 1 + B 1 0))
    (b := A 0 1 + A 1 0 + (B 0 0 - B 1 1)) d2
    (by linear_combination p00 - p11 - q01 - q10)
    (by linear_combination p01 + p10 + q00 - q11)
  obtain ⟨v1, v2⟩ := planar_zero (a := A 0 0 - A 1 1 + (B 0 1 + B 1 0))
    (b := A 0 1 + A 1 0 - (B 0 0 - B 1 1)) d3
    (by linear_combination p00 - p11 + q01 + q10)
    (by linear_combination p01 + p10 - q00 + q11)
  obtain ⟨x1, x2⟩ := planar_zero (a := C 1 2) (b := C 0 2) d1
    (by linear_combination -r12) (by linear_combination -r02)
  obtain ⟨y1, y2⟩ := planar_zero (a := C 2 1) (b := C 2 0) d1
    (by linear_combination -r21) (by linear_combination -r20)
  have hA : A = 0 := by
    ext i j
    fin_cases i <;> fin_cases j <;> simp <;> linarith
  have hB : B = 0 := by
    ext i j
    fin_cases i <;> fin_cases j <;> simp <;> linarith
  have hC : C = 0 := by
    ext i j
    fin_cases i <;> fin_cases j <;> simp <;> linarith
  refine LinearMap.ext fun v => ?_
  have e : v = ![v 0, v 1, v 2] := by
    ext i
    fin_cases i <;> rfl
  rw [e, hv, hA, hB, hC]
  simp

/-- For n ≥ 4 every linear map from vectors to tensors that commutes with the prism group
is zero. -/
theorem no_intertwiner {n : ℕ} (hn : 4 ≤ n) (L : (Fin 3 → ℝ) →ₗ[ℝ] Tensor)
    (hL : Intertwines (prismGroup n) L) : L = 0 := by
  have hn' : (4 : ℝ) ≤ n := by exact_mod_cast hn
  have hpi := Real.pi_pos
  have hpos : 0 < 2 * Real.pi / n := by positivity
  have hle : 2 * Real.pi / n ≤ Real.pi / 2 := by
    rw [div_le_iff₀ (by linarith)]
    nlinarith
  have h0 := Real.cos_nonneg_of_neg_pi_div_two_le_of_le (by linarith) hle
  have h1 := Real.cos_lt_cos_of_nonneg_of_le_pi le_rfl (by linarith) hpos
  rw [Real.cos_zero] at h1
  exact eq_zero_of_rotation_mirror (Real.cos_sq_add_sin_sq _) h1.ne (by linarith) L
    (hL (rotation n) (Subgroup.subset_closure (by simp)))
    (hL mirror (Subgroup.subset_closure (by simp)))

/-- The group generated by the fivefold rotation about z, diag(1,-1,-1) and diag(1,1,-1) does
not contain the inversion, yet every linear map from vectors to tensors that commutes with it
is zero. -/
theorem pentagonal_exclusion : (∀ g ∈ prismGroup 5, g.1 ≠ -1) ∧
    ∀ L : (Fin 3 → ℝ) →ₗ[ℝ] Tensor, Intertwines (prismGroup 5) L → L = 0 :=
  ⟨inversion_not_mem (by decide), no_intertwiner (by norm_num)⟩

/-- The only subspaces of normal coordinates invariant under `D` are zero and the whole. -/
def IsIrreducible {G : Subgroup O3} {m : ℕ} (D : G →* Matrix.orthogonalGroup (Fin m) ℝ) :
    Prop :=
  ∀ W : Submodule ℝ (Fin m → ℝ), (∀ g, ∀ q ∈ W, (D g).1 *ᵥ q ∈ W) → W = ⊥ ∨ W = ⊤

/-- The dipole derivative `μ` transforms as a vector. -/
def IsDipole {G : Subgroup O3} {m : ℕ} (D : G →* Matrix.orthogonalGroup (Fin m) ℝ)
    (μ : Matrix (Fin 3) (Fin m) ℝ) : Prop :=
  ∀ g : G, μ * (D g).1 = g.1.1 * μ

/-- The polarizability derivative `α` transforms as a tensor. -/
def IsPolarizability {G : Subgroup O3} {m : ℕ} (D : G →* Matrix.orthogonalGroup (Fin m) ℝ)
    (α : (Fin m → ℝ) →ₗ[ℝ] Tensor) : Prop :=
  ∀ (g : G) q, α ((D g).1 *ᵥ q) = g.1.1 * α q * g.1.1ᵀ

/-- For n ≥ 4 an irreducible vibrational mode of the prism group has zero dipole derivative or
zero polarizability derivative. -/
theorem infrared_raman_exclusion {n m : ℕ} (hn : 4 ≤ n)
    (D : prismGroup n →* Matrix.orthogonalGroup (Fin m) ℝ) (hD : IsIrreducible D)
    (μ : Matrix (Fin 3) (Fin m) ℝ) (hμ : IsDipole D μ)
    (α : (Fin m → ℝ) →ₗ[ℝ] Tensor) (hα : IsPolarizability D α) : μ = 0 ∨ α = 0 := by
  -- the transpose of μ carries vectors equivariantly to normal coordinates
  have key : ∀ g : prismGroup n, (D g).1 * μᵀ = μᵀ * g.1.1 := by
    intro g
    have hg : g.1.1ᵀ * g.1.1 = 1 := by
      have h := Matrix.mem_unitaryGroup_iff'.1 g.1.2
      rwa [Matrix.star_eq_conjTranspose, Matrix.conjTranspose_eq_transpose_of_trivial] at h
    have hDD : (D g).1 * (D g).1ᵀ = 1 := by
      have h := Matrix.mem_unitaryGroup_iff.1 (D g).2
      rwa [Matrix.star_eq_conjTranspose, Matrix.conjTranspose_eq_transpose_of_trivial] at h
    have t : μᵀ * g.1.1ᵀ = (D g).1ᵀ * μᵀ := by
      rw [← Matrix.transpose_mul, ← Matrix.transpose_mul, hμ g]
    calc (D g).1 * μᵀ = (D g).1 * (μᵀ * g.1.1ᵀ) * g.1.1 := by
          rw [Matrix.mul_assoc, Matrix.mul_assoc, hg, Matrix.mul_one]
      _ = μᵀ * g.1.1 := by rw [t, ← Matrix.mul_assoc, hDD, Matrix.one_mul]
  have hL : α ∘ₗ μᵀ.mulVecLin = 0 := by
    refine no_intertwiner hn _ fun g hg v => ?_
    have k : (D ⟨g, hg⟩).1 * μᵀ = μᵀ * g.1 := key ⟨g, hg⟩
    simp only [LinearMap.comp_apply, Matrix.mulVecLin_apply]
    rw [Matrix.mulVec_mulVec, ← k, ← Matrix.mulVec_mulVec]
    exact hα ⟨g, hg⟩ _
  have inv : ∀ g, ∀ q ∈ LinearMap.range μᵀ.mulVecLin,
      (D g).1 *ᵥ q ∈ LinearMap.range μᵀ.mulVecLin := by
    rintro g _ ⟨v, rfl⟩
    refine ⟨g.1.1 *ᵥ v, ?_⟩
    simp only [Matrix.mulVecLin_apply]
    rw [Matrix.mulVec_mulVec, Matrix.mulVec_mulVec, key]
  rcases hD _ inv with h | h
  · left
    ext i j
    have e := congrFun (LinearMap.congr_fun (LinearMap.range_eq_bot.1 h) (Pi.single i 1)) j
    simpa using e
  · right
    refine LinearMap.ext fun q => ?_
    obtain ⟨v, rfl⟩ := LinearMap.range_eq_top.1 h q
    exact LinearMap.congr_fun hL v

/-- The polarizability derivative q ↦ q·1 of a single normal coordinate. -/
def breathing : (Fin 1 → ℝ) →ₗ[ℝ] Tensor :=
  (LinearMap.proj 0 : (Fin 1 → ℝ) →ₗ[ℝ] ℝ).smulRight (1 : Tensor)

/-- One normal coordinate left fixed by the group, with zero dipole derivative and the nonzero
polarizability derivative q ↦ q·1, meets the conditions on a mode. -/
theorem breathing_witness (n : ℕ) :
    IsIrreducible (1 : prismGroup n →* Matrix.orthogonalGroup (Fin 1) ℝ) ∧
    IsDipole (1 : prismGroup n →* Matrix.orthogonalGroup (Fin 1) ℝ) 0 ∧
    IsPolarizability (1 : prismGroup n →* Matrix.orthogonalGroup (Fin 1) ℝ) breathing ∧
    breathing ≠ 0 := by
  refine ⟨fun W _ => ?_, fun g => by simp, fun g q => ?_, fun h => ?_⟩
  · by_cases h : W = ⊥
    · exact Or.inl h
    · right
      obtain ⟨q, hq, hq0⟩ := Submodule.exists_mem_ne_zero_of_ne_bot h
      have hne : q 0 ≠ 0 := fun h0 => hq0 (funext fun i => by
        rw [Subsingleton.elim i 0]
        exact h0)
      refine eq_top_iff.2 fun v _ => ?_
      have e : v = (v 0 / q 0) • q := funext fun i => by
        rw [Subsingleton.elim i 0]
        exact (div_mul_cancel₀ _ hne).symm
      rw [e]
      exact W.smul_mem _ hq
  · have hg : g.1.1 * g.1.1ᵀ = 1 := by
      have h := Matrix.mem_unitaryGroup_iff.1 g.1.2
      rwa [Matrix.star_eq_conjTranspose, Matrix.conjTranspose_eq_transpose_of_trivial] at h
    simp [breathing, hg]
  · have e := congrArg (fun M : Tensor => M 0 0) (LinearMap.congr_fun h (fun _ => 1))
    simp [breathing] at e

/-- The linear map (x, y, z) ↦ ((x, -y, 0), (-y, -x, 0), (0, 0, 0)) to symmetric tensors. -/
def trigonal : (Fin 3 → ℝ) →ₗ[ℝ] Tensor where
  toFun v := !![v 0, -v 1, 0; -v 1, -v 0, 0; 0, 0, 0]
  map_add' v w := by
    ext i j
    fin_cases i <;> fin_cases j <;> simp <;> ring
  map_smul' a v := by
    ext i j
    fin_cases i <;> fin_cases j <;> simp

/-- For n = 3 the nonzero map `trigonal` commutes with the prism group. -/
theorem trigonal_intertwines : Intertwines (prismGroup 3) trigonal ∧ trigonal ≠ 0 := by
  refine ⟨fun g hg => ?_, fun h => ?_⟩
  · refine Subgroup.closure_induction
      (p := fun g _ => ∀ v, trigonal (g.1 *ᵥ v) = g.1 * trigonal v * g.1ᵀ) ?_ ?_ ?_ ?_ hg
    · rintro g (rfl | rfl | rfl) v
      · have hc : Real.cos (2 * Real.pi / (3 : ℕ)) = -1 / 2 := by
          rw [show 2 * Real.pi / (3 : ℕ) = Real.pi - Real.pi / 3 by push_cast; ring,
            Real.cos_pi_sub, Real.cos_pi_div_three]
          norm_num
        have hs := Real.cos_sq_add_sin_sq (2 * Real.pi / (3 : ℕ))
        change trigonal (rotZ _ _ *ᵥ v) = rotZ _ _ * trigonal v * (rotZ _ _)ᵀ
        rw [hc] at hs ⊢
        generalize Real.sin (2 * Real.pi / (3 : ℕ)) = s at hs ⊢
        have h0 : s * s * v 0 = 3 / 4 * v 0 := by linear_combination v 0 * hs
        have h1 : s * s * v 1 = 3 / 4 * v 1 := by linear_combination v 1 * hs
        ext i j
        fin_cases i <;> fin_cases j <;>
          simp [trigonal, rotZ, Matrix.mul_apply, dotProduct,
            Fin.sum_univ_three] <;> linarith
      · ext i j
        fin_cases i <;> fin_cases j <;> simp [trigonal, halfTurn, Matrix.mulVec_diagonal]
      · ext i j
        fin_cases i <;> fin_cases j <;> simp [trigonal, mirror, Matrix.mulVec_diagonal]
    · intro v
      simp
    · intro x y _ _ hx hy v
      change trigonal ((x.1 * y.1) *ᵥ v) = (x.1 * y.1) * trigonal v * (x.1 * y.1)ᵀ
      rw [← Matrix.mulVec_mulVec, hx, hy, Matrix.transpose_mul]
      noncomm_ring
    · intro x _ hx v
      have e : x.1 * (x⁻¹).1 = 1 := congrArg Subtype.val (mul_inv_cancel x)
      have e' : (x⁻¹).1 * x.1 = 1 := congrArg Subtype.val (inv_mul_cancel x)
      have et : x.1ᵀ * (x⁻¹).1ᵀ = 1 := by rw [← Matrix.transpose_mul, e', Matrix.transpose_one]
      have h := hx ((x⁻¹).1 *ᵥ v)
      rw [Matrix.mulVec_mulVec, e, Matrix.one_mulVec] at h
      rw [h]
      calc trigonal ((x⁻¹).1 *ᵥ v)
          = ((x⁻¹).1 * x.1) * trigonal ((x⁻¹).1 *ᵥ v) * (x.1ᵀ * (x⁻¹).1ᵀ) := by
            rw [e', et, Matrix.one_mul, Matrix.mul_one]
        _ = _ := by simp only [Matrix.mul_assoc]
  · have e := congrArg (fun M : Tensor => M 0 0) (LinearMap.congr_fun h ![1, 0, 0])
    simp [trigonal] at e

end

end ExclusionWithoutInversion
```

```lean
#print axioms ExclusionWithoutInversion.pentagonal_exclusion
-- 'ExclusionWithoutInversion.pentagonal_exclusion' depends on axioms: [propext, Classical.choice, Quot.sound]
#print axioms ExclusionWithoutInversion.infrared_raman_exclusion
-- 'ExclusionWithoutInversion.infrared_raman_exclusion' depends on axioms: [propext, Classical.choice, Quot.sound]
#print axioms ExclusionWithoutInversion.trigonal_intertwines
-- 'ExclusionWithoutInversion.trigonal_intertwines' depends on axioms: [propext, Classical.choice, Quot.sound]
```

`polygon_invariant` checks generators, then products and inverses. In `eq_zero_of_rotation_mirror`, `even` is the mirror step for $A$ and $B$, and `eC` gives it for $C$; `planar_zero` solves the real and imaginary parts, with squared moduli `d1`, `d2`, `d3`. `no_intertwiner` bounds the cosine. For modes, `key` transposes the dipole law, `hL` kills the composite and `inv` supplies the invariant range.
